# The Gibbs state is stationary when every jump changes the energy by a fixed amount and is paired with its Boltzmann-weighted reverse

A thermal master equation needs a place for its transition rates. Here they are absorbed into the jump operators: a jump L has its rate built in, and its reverse is the adjoint L† multiplied by the amplitude exp(-bw/2), where b is the inverse temperature and w the energy that L removes from the system. Since a dissipator is quadratic in its jump, the reverse process runs at relative rate exp(-bw). This ratio is postulated. It stands for detailed balance, the condition that a weakly coupled heat bath in equilibrium at inverse temperature b imposes on the rates of upward and downward transitions.

```lean
import Mathlib

open Matrix
open scoped ComplexOrder

namespace GibbsStationarity

noncomputable section

variable {n ι κ : Type*} [Fintype n] [DecidableEq n] [Fintype ι] [Fintype κ]
```

The type `n` labels the basis states and is finite, so operators are complex n × n matrices. The finite types `ι` and `κ` label jump operators. In what follows, the text after a theorem's name and up to `:=` is its statement; the rest is its proof.

## The generator and the thermal jumps

```lean
/-- The dissipator of a single jump operator `J`, acting on `ρ`. -/
def dissipator (J ρ : Matrix n n ℂ) : Matrix n n ℂ :=
  J * ρ * Jᴴ - (1 / 2 : ℂ) • (Jᴴ * J * ρ + ρ * (Jᴴ * J))
```

Lean writes `Jᴴ` for the adjoint J†. The definition reads

D_J(ρ) = J ρ J† - ½ (J†J ρ + ρ J†J).

```lean
/-- The Lindblad generator with Hamiltonian `H` and jump operators `J k`. -/
def lindblad (H : Matrix n n ℂ) (J : κ → Matrix n n ℂ) (ρ : Matrix n n ℂ) : Matrix n n ℂ :=
  (-Complex.I) • (H * ρ - ρ * H) + ∑ k, dissipator (J k) ρ
```

This is the right-hand side of the master equation, with ħ = 1:

𝓛(ρ) = -i (Hρ - ρH) + Σ_k D_{J k}(ρ).

A state is stationary when 𝓛(ρ) = 0.

```lean
/-- The Boltzmann weight `exp(-bH)` at inverse temperature `b`. -/
def boltzmann (b : ℝ) (H : Matrix n n ℂ) : Matrix n n ℂ :=
  NormedSpace.exp ((-(b : ℂ)) • H)
```

The Boltzmann weight is exp(-bH), a matrix exponential. The number b is any real number, and the definition does not yet require H to be Hermitian.

```lean
/-- The Gibbs state `exp(-bH) / tr exp(-bH)`. -/
def gibbsState (b : ℝ) (H : Matrix n n ℂ) : Matrix n n ℂ :=
  (boltzmann b H).trace⁻¹ • boltzmann b H
```

The Gibbs state is the weight divided by the partition function Z = tr exp(-bH).

```lean
/-- The jumps `L k` together with their reverses `exp(-b w k / 2) (L k)ᴴ`. -/
def thermalJumps (b : ℝ) (w : ι → ℝ) (L : ι → Matrix n n ℂ) : ι ⊕ ι → Matrix n n ℂ :=
  Sum.elim L (fun k => ((Real.exp (-(b * w k) / 2) : ℝ) : ℂ) • (L k)ᴴ)
```

The index type `ι ⊕ ι` holds two copies of the labels. The first copy gives the jumps L k, the second their reverses exp(-b w k/2) (L k)†.

## Moving the Boltzmann weight past a jump

```lean
/-- If moving `x` through `L` shifts it by a number `c`, then moving `exp x` through `L`
multiplies it by `exp c`. -/
theorem exp_intertwine {x L : Matrix n n ℂ} {c : ℂ}
    (h : x * L = L * (x + algebraMap ℂ (Matrix n n ℂ) c)) :
    NormedSpace.exp x * L = Complex.exp c • (L * NormedSpace.exp x) := by
  -- compare the two exponential series term by term
  have key : ∀ y : Matrix n n ℂ, x * L = L * y →
      NormedSpace.exp x * L = L * NormedSpace.exp y := by
    intro y hy
    let : NormedRing (Matrix n n ℂ) := Matrix.linftyOpNormedRing
    let : NormedAlgebra ℂ (Matrix n n ℂ) := Matrix.linftyOpNormedAlgebra
    have hx := (NormedSpace.exp_series_hasSum_exp' (𝕂 := ℂ) x).mul_right L
    have hy' := (NormedSpace.exp_series_hasSum_exp' (𝕂 := ℂ) y).mul_left L
    have e : ∀ k : ℕ, ((k.factorial : ℂ)⁻¹ • x ^ k) * L
        = L * ((k.factorial : ℂ)⁻¹ • y ^ k) := by
      intro k
      have hs : SemiconjBy L y x := hy.symm
      rw [smul_mul_assoc, mul_smul_comm, (hs.pow_right k).eq]
    simp only [e] at hx
    exact hx.unique hy'
  have hs : NormedSpace.exp (algebraMap ℂ (Matrix n n ℂ) c)
      = algebraMap ℂ (Matrix n n ℂ) (Complex.exp c) := by
    let : NormedRing (Matrix n n ℂ) := Matrix.linftyOpNormedRing
    let : NormedAlgebra ℂ (Matrix n n ℂ) := Matrix.linftyOpNormedAlgebra
    rw [Complex.exp_eq_exp_ℂ]
    exact (NormedSpace.algebraMap_exp_comm c).symm
  rw [key _ h, Matrix.exp_add_of_commute _ _ (Algebra.commutes c x).symm, hs,
    ← Algebra.commutes, ← Algebra.smul_def, mul_smul_comm]
```

The hypothesis is xL = L(x + c), with the number c read as a multiple of the identity. Applying it repeatedly gives

xᵏ L = L (x + c)ᵏ for every k.

Dividing by k! and summing gives exp(x) L = L exp(x + c). Because c commutes with x, the exponential factorises:

exp(x) L = exp(c) L exp(x).

In the proof, `key` is the comparison of the two series, with `e` matching them term by term. The `let` lines supply a matrix norm for the convergence theorems.

```lean
/-- A jump that lowers the energy by `w` passes through the Boltzmann weight at the cost of a
factor `exp(bw)`. -/
theorem boltzmann_mul_jump (b : ℝ) {w : ℝ} {H L : Matrix n n ℂ}
    (hL : H * L - L * H = (-(w : ℂ)) • L) :
    boltzmann b H * L = ((Real.exp (b * w) : ℝ) : ℂ) • (L * boltzmann b H) := by
  rw [Complex.ofReal_exp]
  apply exp_intertwine
  have h' : H * L = L * H + (-(w : ℂ)) • L := by rw [← hL]; abel
  rw [Algebra.algebraMap_eq_smul_one, smul_mul_assoc, mul_add, mul_smul_comm, mul_smul_comm,
    mul_one, h', Complex.ofReal_mul]
  module
```

The hypothesis `hL` says HL - LH = -wL. If Hv = Ev, then H(Lv) = (E - w)Lv, so L lowers the energy by w or annihilates v. A negative w describes a jump that raises the energy.

Put x = -bH. Then

xL = -b(LH - wL) = L(x + bw),

and the previous theorem with c = bw gives

exp(-bH) L = exp(bw) L exp(-bH).

```lean
/-- The Boltzmann weight of a Hermitian Hamiltonian is Hermitian. -/
theorem boltzmann_isHermitian (b : ℝ) {H : Matrix n n ℂ} (hH : H.IsHermitian) :
    (boltzmann b H)ᴴ = boltzmann b H := by
  unfold boltzmann
  rw [← Matrix.exp_conjTranspose, conjTranspose_smul, hH.eq]
  simp
```

For Hermitian H and real b, the matrix -bH is Hermitian, and so is its exponential. This allows adjoints of the exchange relation to be taken.

```lean
/-- The Gibbs state of a Hermitian Hamiltonian on a space of positive dimension has trace one. -/
theorem gibbsState_trace [Nonempty n] (b : ℝ) {H : Matrix n n ℂ} (hH : H.IsHermitian) :
    (gibbsState b H).trace = 1 := by
  -- the weight is the square of the Hermitian invertible weight at `b / 2`
  have hsq : boltzmann b H = (boltzmann (b / 2) H)ᴴ * boltzmann (b / 2) H := by
    rw [boltzmann_isHermitian _ hH]
    unfold boltzmann
    rw [← Matrix.exp_add_of_commute _ _ (Commute.refl _), ← add_smul]
    congr 2
    push_cast
    ring
  have hZ : (boltzmann b H).trace ≠ 0 := by
    intro h0
    rw [hsq, Matrix.trace_conjTranspose_mul_self_eq_zero_iff] at h0
    have hu : IsUnit (boltzmann (b / 2) H) := Matrix.isUnit_exp _
    rw [h0] at hu
    exact not_isUnit_zero hu
  rw [gibbsState, Matrix.trace_smul, smul_eq_mul, inv_mul_cancel₀ hZ]
```

Trace one requires Z ≠ 0. With B = exp(-bH/2), which is Hermitian and invertible,

exp(-bH) = B†B, so Z = tr B†B = Σ_{ij} |B_ij|².

This vanishes only for B = 0, which is impossible for an invertible matrix on a space of positive dimension. `[Nonempty n]` is that dimension condition, `hsq` the factorisation and `hZ` the conclusion Z ≠ 0.

## How a jump balances its reverse

```lean
/-- Rescaling a jump operator by an amplitude `s` multiplies its dissipator by `|s|²`. -/
theorem dissipator_smul (s : ℂ) (J ρ : Matrix n n ℂ) :
    dissipator (s • J) ρ = ((‖s‖ ^ 2 : ℝ) : ℂ) • dissipator J ρ := by
  have h : s * star s = ((‖s‖ ^ 2 : ℝ) : ℂ) := by
    rw [← Complex.normSq_eq_norm_sq]
    exact Complex.mul_conj s
  rw [← h]
  simp only [dissipator, conjTranspose_smul, smul_mul_assoc, mul_smul_comm]
  module
```

Replacing J by sJ puts s·s* = |s|² in front of every term of the dissipator. An amplitude exp(-bw/2) therefore produces the rate exp(-bw).

```lean
/-- For a Hermitian `H` and a jump `L` that lowers the energy by `w`, the dissipation of the
Boltzmann weight by `L` and its reverse at relative rate `r` is proportional to `exp(-bw) - r`. -/
theorem pair_dissipation (b : ℝ) {w : ℝ} {H L : Matrix n n ℂ} (hH : H.IsHermitian)
    (hL : H * L - L * H = (-(w : ℂ)) • L) (r : ℂ) :
    dissipator L (boltzmann b H) + r • dissipator Lᴴ (boltzmann b H)
      = (((Real.exp (-(b * w)) : ℝ) : ℂ) - r) •
        (boltzmann b H * (L * Lᴴ - ((Real.exp (b * w) : ℝ) : ℂ) • (Lᴴ * L))) := by
  have hA := boltzmann_mul_jump b hL
  have hB := congrArg conjTranspose hA
  rw [conjTranspose_smul, conjTranspose_mul, conjTranspose_mul, boltzmann_isHermitian b hH,
    show star ((Real.exp (b * w) : ℝ) : ℂ) = ((Real.exp (b * w) : ℝ) : ℂ) from
      Complex.conj_ofReal _] at hB
  have hpq : ((Real.exp (-(b * w)) : ℝ) : ℂ) * ((Real.exp (b * w) : ℝ) : ℂ) = 1 := by
    rw [← Complex.ofReal_mul, ← Real.exp_add, neg_add_cancel, Real.exp_zero, Complex.ofReal_one]
  generalize ((Real.exp (-(b * w)) : ℝ) : ℂ) = p at *
  generalize ((Real.exp (b * w) : ℝ) : ℂ) = q at *
  generalize boltzmann b H = ρ at *
  have hA' : L * ρ = p • (ρ * L) := by rw [hA, smul_smul, hpq, one_smul]
  -- move the Boltzmann weight to the left in every term
  have e1 : L * ρ * Lᴴ = p • (ρ * (L * Lᴴ)) := by rw [hA', smul_mul_assoc, mul_assoc]
  have e2 : Lᴴ * ρ * L = q • (ρ * (Lᴴ * L)) := by rw [hB, smul_mul_assoc, mul_assoc]
  have e3 : Lᴴ * L * ρ = ρ * (Lᴴ * L) := by
    rw [mul_assoc, hA', mul_smul_comm, ← mul_assoc, e2, smul_smul, hpq, one_smul]
  have e4 : L * Lᴴ * ρ = ρ * (L * Lᴴ) := by
    rw [mul_assoc, hB, mul_smul_comm, ← mul_assoc, e1, smul_smul, mul_comm q p, hpq, one_smul]
  simp only [dissipator, conjTranspose_conjTranspose]
  rw [e1, e2, e3, e4, mul_sub, mul_smul_comm]
  linear_combination (norm := module) hpq • (ρ * (Lᴴ * L))
```

This is the central computation. Write ρ = exp(-bH), p = exp(-bw) and q = exp(bw), so that pq = 1. The exchange relation and its adjoint are

Lρ = p ρL and L†ρ = q ρL†.

They move ρ to the left in every term:

LρL† = p ρLL†
L†ρL = q ρL†L
L†Lρ = pq ρL†L = ρL†L
LL†ρ = qp ρLL† = ρLL†.

The two dissipators become

D_L(ρ) = p ρLL† - ρL†L
D_{L†}(ρ) = q ρL†L - ρLL†.

Adding r times the second to the first, and using 1 - rq = (p - r)q, gives

D_L(ρ) + r D_{L†}(ρ) = (p - r) ρ (LL† - q L†L).

The proof follows the same route. The `generalize` lines replace the exponentials by the letters p, q and ρ, `e1` to `e4` are the four displayed moves, and `linear_combination` does the final algebra using pq = 1.

```lean
/-- The Hamiltonian commutes with its Boltzmann weight. -/
theorem hamiltonian_commutes (b : ℝ) (H : Matrix n n ℂ) :
    H * boltzmann b H - boltzmann b H * H = 0 := by
  have h := boltzmann_mul_jump b (w := 0) (H := H) (L := H) (by simp)
  rw [mul_zero, Real.exp_zero, Complex.ofReal_one, one_smul] at h
  rw [h, sub_self]
```

H commutes with any power series in H. The proof obtains this from the exchange relation by taking L = H and w = 0, for which the factor exp(bw) is 1.

## Stationarity and the rate it needs

```lean
/-- Gibbs stationarity: if `H` is Hermitian and each jump `L k` lowers the energy by `w k`, the
Lindblad generator with jumps `L k` and `exp(-b w k / 2) (L k)ᴴ` annihilates `exp(-bH)` and the
Gibbs state. -/
theorem gibbs_stationary (b : ℝ) {w : ι → ℝ} {H : Matrix n n ℂ} {L : ι → Matrix n n ℂ}
    (hH : H.IsHermitian) (hL : ∀ k, H * L k - L k * H = (-(w k : ℂ)) • L k) :
    lindblad H (thermalJumps b w L) (boltzmann b H) = 0 ∧
      lindblad H (thermalJumps b w L) (gibbsState b H) = 0 := by
  have h0 : lindblad H (thermalJumps b w L) (boltzmann b H) = 0 := by
    rw [lindblad, hamiltonian_commutes, smul_zero, zero_add, Fintype.sum_sum_type,
      ← Finset.sum_add_distrib]
    refine Finset.sum_eq_zero fun k _ => ?_
    have hr : ‖((Real.exp (-(b * w k) / 2) : ℝ) : ℂ)‖ ^ 2 = Real.exp (-(b * w k)) := by
      rw [Complex.norm_real, Real.norm_eq_abs, sq_abs, sq, ← Real.exp_add, add_halves]
    -- each jump balances its own reverse
    simp only [thermalJumps, Sum.elim_inl, Sum.elim_inr]
    rw [dissipator_smul, hr, pair_dissipation b hH (hL k), sub_self, zero_smul]
  refine ⟨h0, ?_⟩
  -- the generator is linear, so normalisation does not matter
  have hlin : ∀ (c : ℂ) (ρ : Matrix n n ℂ), lindblad H (thermalJumps b w L) (c • ρ)
      = c • lindblad H (thermalJumps b w L) ρ := by
    intro c ρ
    have hd : ∀ J : Matrix n n ℂ, dissipator J (c • ρ) = c • dissipator J ρ := by
      intro J
      simp only [dissipator, smul_mul_assoc, mul_smul_comm]
      module
    simp only [lindblad, hd, smul_mul_assoc, mul_smul_comm, ← Finset.smul_sum]
    module
  rw [gibbsState, hlin, h0, smul_zero]
```

The hypotheses are a Hermitian H and, for each k, a jump L k that lowers the energy by w k. The symbol `∧` means "and": the generator annihilates both exp(-bH) and the Gibbs state.

By hand, the commutator term vanishes because H commutes with the weight. The sum over `ι ⊕ ι` is regrouped into pairs, and pair k contributes a multiple of exp(-b w k) - r with r = |exp(-b w k/2)|² = exp(-b w k). Each pair therefore vanishes separately. Since 𝓛 is linear, dividing by Z changes nothing; `hlin` records that linearity.

For finite-level models of thermal relaxation whose jumps each change the energy by a fixed amount and are paired with their reverses as above, this gives a test of a simulation code: applied to the Gibbs state, the generator should return zero up to rounding. The theorem concerns a fixed point only. It does not say that other states relax to it or that it is unique, and it does not derive the jumps from a system–bath Hamiltonian.

```lean
/-- For a Hermitian `H`, a nonzero jump `L` that lowers the energy by `w`, with `bw ≠ 0`, and a
reverse jump `s Lᴴ`, the Boltzmann weight is stationary exactly when `|s|² = exp(-bw)`. -/
theorem stationary_iff_rate (b : ℝ) {w : ℝ} {H L : Matrix n n ℂ} (hH : H.IsHermitian)
    (hL : H * L - L * H = (-(w : ℂ)) • L) (hL0 : L ≠ 0) (hbw : b * w ≠ 0) (s : ℂ) :
    lindblad H ![L, s • Lᴴ] (boltzmann b H) = 0 ↔ ‖s‖ ^ 2 = Real.exp (-(b * w)) := by
  have hsum : lindblad H ![L, s • Lᴴ] (boltzmann b H)
      = dissipator L (boltzmann b H) + dissipator (s • Lᴴ) (boltzmann b H) := by
    rw [lindblad, hamiltonian_commutes, smul_zero, zero_add, Fin.sum_univ_two]
    rfl
  rw [hsum, dissipator_smul, pair_dissipation b hH hL, smul_eq_zero]
  constructor
  · rintro (h | h)
    · exact (Complex.ofReal_injective (sub_eq_zero.mp h)).symm
    · -- cancel the invertible weight and take the trace
      exfalso
      have hu : IsUnit (boltzmann b H) := Matrix.isUnit_exp _
      have h1 := congrArg Matrix.trace (hu.mul_right_eq_zero.mp h)
      rw [Matrix.trace_sub, Matrix.trace_smul, Matrix.trace_mul_comm L, Matrix.trace_zero,
        smul_eq_mul] at h1
      have h2 : (1 - ((Real.exp (b * w) : ℝ) : ℂ)) * (Lᴴ * L).trace = 0 := by
        linear_combination h1
      rcases mul_eq_zero.mp h2 with h3 | h3
      · have h4 : (1 : ℝ) = Real.exp (b * w) := by exact_mod_cast sub_eq_zero.mp h3
        exact hbw (Real.exp_eq_one_iff _ |>.mp h4.symm)
      · exact hL0 (Matrix.trace_conjTranspose_mul_self_eq_zero_iff.mp h3)
  · intro h
    left
    rw [h, sub_self]
```

Now there is one jump L and a reverse sL† with an arbitrary complex amplitude s; `![L, s • Lᴴ]` is the list of these two jumps. The symbol `↔` means "if and only if".

By the pair formula, stationarity reads

(exp(-bw) - |s|²) ρ (LL† - exp(bw) L†L) = 0.

If |s|² = exp(-bw), the first factor is zero. Conversely, suppose that the matrix factor vanishes. Cancelling the invertible ρ and taking the trace, with tr LL† = tr L†L, gives

(1 - exp(bw)) tr L†L = 0.

The first factor is nonzero because bw ≠ 0, and the trace is nonzero because L ≠ 0. This contradiction leaves only |s|² = exp(-bw). In the proof, `rcases` separates the two possible zero factors.

The condition bw ≠ 0 matters: if L is the identity, then w = 0, and both dissipators vanish whatever s is. The equivalence is also specific to a single pair, since with several pairs an excess in one can compensate a deficit in another.

## A two-level system with numbers

```lean
/-- For every real `w`, the matrix `H = diag(0, w)` is Hermitian, and the matrix `L` that takes
state 1 to state 0 satisfies `HL - LH = -wL` and is nonzero. -/
theorem two_level_witness (w : ℝ) :
    (!![0, 0; 0, (w : ℂ)] : Matrix (Fin 2) (Fin 2) ℂ).IsHermitian ∧
      (!![0, 0; 0, (w : ℂ)] * !![0, 1; 0, 0] - !![0, 1; 0, 0] * !![0, 0; 0, (w : ℂ)]
        = (-(w : ℂ)) • (!![0, 1; 0, 0] : Matrix (Fin 2) (Fin 2) ℂ)) ∧
      (!![0, 1; 0, 0] : Matrix (Fin 2) (Fin 2) ℂ) ≠ 0 := by
  refine ⟨?_, ?_, ?_⟩
  · ext i j
    fin_cases i <;> fin_cases j <;> simp [Matrix.conjTranspose_apply]
  · ext i j
    fin_cases i <;> fin_cases j <;> simp
  · intro h
    have h01 := congrFun (congrFun h 0) 1
    simp at h01

end

end GibbsStationarity
```

The basis states are numbered 0 and 1, with energies 0 and w. The matrix L has a single entry 1 in row 0, column 1, so it takes state 1 to state 0. The three parts of the statement say that H is Hermitian, that HL - LH = -wL, and that L ≠ 0. The proof checks the matrix entries one by one.

Take b > 0 and bw = ln 4, so that state 0 is the ground state. The reverse amplitude is exp(-bw/2) = 1/2 and the reverse rate is 1/4. The Boltzmann weight is diag(1, 1/4), with Z = 5/4, so the Gibbs state is

g = diag(4/5, 1/5).

The downward jump moves population at rate 1 · 1/5, the upward jump at rate 1/4 · 4/5:

D_L(g) = diag(1/5, -1/5)
D_{L†/2}(g) = diag(-1/5, 1/5).

The sum is zero. With reverse amplitude 1 in place of 1/2, the second line would be diag(-4/5, 4/5), and the total diag(-3/5, 3/5) would drive population out of the ground state.

```lean
#print axioms GibbsStationarity.gibbsState_trace
#print axioms GibbsStationarity.gibbs_stationary
#print axioms GibbsStationarity.stationary_iff_rate
```

```
'GibbsStationarity.gibbsState_trace' depends on axioms: [propext, Classical.choice, Quot.sound]
'GibbsStationarity.gibbs_stationary' depends on axioms: [propext, Classical.choice, Quot.sound]
'GibbsStationarity.stationary_iff_rate' depends on axioms: [propext, Classical.choice, Quot.sound]
```
